# A connected real symmetric Hamiltonian and its sign-free matrix share a ground energy exactly when basis signs can make all couplings nonpositive

Let $H$ be a finite real symmetric matrix whose nonzero off-diagonal elements connect all basis states. Let $K$ have the same diagonal and off-diagonal elements $-|H_{ij}|$. Their lowest eigenvalues satisfy $E_K\le E_H$, with equality exactly when signs $s_i=\pm1$ exist such that $s_iH_{ij}s_j\le0$ for all $i\ne j$.

In FCIQMC without annihilation, the total walker populations of the basis states evolve on average under $K$ and their signed populations under $H$. Take a finite, real, connected Hamiltonian, small time steps and a common fixed shift, and let the initial vector of signed populations overlap with a ground state of $H$. The theorem then says when the two population vectors have the same asymptotic growth rate.

In Lean 4 with Mathlib:

```lean
import Mathlib

open Matrix

namespace SignProblemEquality

variable {n : Type*} [Fintype n] [DecidableEq n]
```

The type `n` labels the basis states, for instance determinants; `Fintype n` makes their number finite.

```lean
/-- `E` is the lowest eigenvalue of the real matrix `H`. -/
def IsGroundEnergy (H : Matrix n n ℝ) (E : ℝ) : Prop :=
  IsLeast {μ : ℝ | ∃ x : n → ℝ, x ≠ 0 ∧ H *ᵥ x = μ • x} E
```

`H *ᵥ x = μ • x` is the eigenvalue equation $Hx=\mu x$. `IsLeast` says that $E$ is an eigenvalue and that no eigenvalue lies below it.

Defining $E$ as the minimum of $x^THx/x^Tx$ would make the variational principle immediate, but that this minimum is an eigenvalue would then be a separate fact to prove.

```lean
/-- The sign-free matrix: the diagonal of `H` is kept and each off-diagonal element
becomes `-|H i j|`. -/
def signFree (H : Matrix n n ℝ) : Matrix n n ℝ :=
  Matrix.of fun i j => if i = j then H i j else -|H i j|
```

This is $K$, written `signFree H`.

```lean
/-- The graph joining two distinct basis states when `H` couples them. -/
def couplingGraph (H : Matrix n n ℝ) : SimpleGraph n :=
  SimpleGraph.fromRel fun i j => H i j ≠ 0
```

Distinct states $i,j$ are joined when $H_{ij}\ne0$ or $H_{ji}\ne0$, which is the same condition for symmetric $H$. Connectedness means that a chain of couplings links any two states.

```lean
/-- Some choice of signs of the basis states makes all off-diagonal elements nonpositive. -/
def SignCurable (H : Matrix n n ℝ) : Prop :=
  ∃ s : n → ℝ, (∀ i, s i = 1 ∨ s i = -1) ∧ ∀ i j, i ≠ j → s i * H i j * s j ≤ 0
```

`SignCurable H` says that the signs $s_i$ exist. Only sign changes are allowed, not general rotations of the basis.

```lean
/-- Variational principle: a symmetric matrix shifted by its ground energy is positive
semidefinite. -/
theorem shifted_posSemidef {H : Matrix n n ℝ} {E : ℝ} (hH : H.IsSymm)
    (hE : IsGroundEnergy H E) : (H - E • (1 : Matrix n n ℝ)).PosSemidef := by
  have hA : (H - E • (1 : Matrix n n ℝ)).IsHermitian := by
    unfold Matrix.IsHermitian
    rw [Matrix.conjTranspose_eq_transpose_of_trivial, Matrix.transpose_sub,
      Matrix.transpose_smul, Matrix.transpose_one, hH.eq]
  rw [hA.posSemidef_iff_eigenvalues_nonneg]
  intro i
  have hv := hA.mulVec_eigenvectorBasis i
  have hne : (hA.eigenvectorBasis i).ofLp ≠ 0 := fun h =>
    hA.eigenvectorBasis.orthonormal.ne_zero i (PiLp.ext fun k => congrFun h k)
  rw [Matrix.sub_mulVec, Matrix.smul_mulVec, Matrix.one_mulVec] at hv
  -- an eigenvalue of the shifted matrix is an eigenvalue of `H` minus `E`
  have h2 : H *ᵥ (hA.eigenvectorBasis i).ofLp
      = (hA.eigenvalues i + E) • (hA.eigenvectorBasis i).ofLp := by
    rw [add_smul]
    exact sub_eq_iff_eq_add.mp hv
  have h3 : E ≤ hA.eigenvalues i + E := hE.2 ⟨_, hne, h2⟩
  show (0 : ℝ) ≤ hA.eigenvalues i
  linarith
```

The matrix $H-E$ is symmetric, so it has an orthonormal eigenbasis. If $(H-E)v=\lambda v$, then $Hv=(\lambda+E)v$. Since $E$ is the least eigenvalue, $E\le\lambda+E$, so $\lambda\ge0$. Hence $y^T(H-E)y\ge0$ for every $y$.

```lean
omit [Fintype n] in
/-- Each pair contribution to the energy is no higher for the moduli of the amplitudes in the
sign-free matrix than for the amplitudes themselves in `H`. -/
theorem pair_energy_le (H : Matrix n n ℝ) (x : n → ℝ) (i j : n) :
    |x i| * signFree H i j * |x j| ≤ x i * H i j * x j := by
  by_cases h : i = j
  · subst h
    have e : signFree H i i = H i i := by simp [signFree]
    rw [e]
    exact le_of_eq (by linear_combination H i i * abs_mul_abs_self (x i))
  · have e : signFree H i j = -|H i j| := by simp [signFree, h]
    have h1 := neg_abs_le (x i * H i j * x j)
    rw [abs_mul, abs_mul] at h1
    rw [e]
    linarith
```

The claim is $|x_i|K_{ij}|x_j|\le x_iH_{ij}x_j$. On the diagonal both sides equal $H_{ii}x_i^2$. Off it, the left side is $-|x_iH_{ij}x_j|$, which cannot exceed $x_iH_{ij}x_j$. `by_cases` separates the two cases.

```lean
/-- For a symmetric `H` with connected coupling graph, a nonzero eigenvector of the sign-free matrix
with nonnegative amplitudes has strictly positive amplitudes. -/
theorem amplitudes_pos {H : Matrix n n ℝ} {E : ℝ} {y : n → ℝ} (hH : H.IsSymm)
    (hc : (couplingGraph H).Connected) (hy : ∀ i, 0 ≤ y i) (hy0 : y ≠ 0)
    (hK : signFree H *ᵥ y = E • y) (i : n) : 0 < y i := by
  -- a zero amplitude spreads to all neighbours
  have step : ∀ i j, (couplingGraph H).Adj i j → y i = 0 → y j = 0 := by
    intro i j hij hi
    rw [couplingGraph, SimpleGraph.fromRel_adj] at hij
    obtain ⟨hne, hor⟩ := hij
    have hHij : H i j ≠ 0 := by
      rcases hor with h | h
      · exact h
      · rwa [hH.apply i j] at h
    have hrow : ∑ k, signFree H i k * y k = 0 := by
      have h := congrFun hK i
      simp only [Matrix.mulVec, dotProduct, Pi.smul_apply, smul_eq_mul] at h
      rw [h, hi, mul_zero]
    have hterm : ∀ k ∈ Finset.univ, signFree H i k * y k ≤ 0 := by
      intro k _
      by_cases h : i = k
      · rw [← h, hi, mul_zero]
      · have e : signFree H i k = -|H i k| := by simp [signFree, h]
        rw [e]
        nlinarith [mul_nonneg (abs_nonneg (H i k)) (hy k)]
    have h := (Finset.sum_eq_zero_iff_of_nonpos hterm).1 hrow j (Finset.mem_univ j)
    have e : signFree H i j = -|H i j| := by simp [signFree, hne]
    rw [e] at h
    exact (mul_eq_zero.1 h).resolve_left (neg_ne_zero.2 (abs_ne_zero.2 hHij))
  have spread : ∀ i j, (couplingGraph H).Walk i j → y i = 0 → y j = 0 := by
    intro i j w
    induction w with
    | nil => exact id
    | cons h p ih => exact fun h0 => ih (step _ _ h h0)
  refine lt_of_le_of_ne (hy i) fun h0 => hy0 (funext fun j => ?_)
  obtain ⟨w⟩ := hc.preconnected i j
  exact spread i j w h0.symm
```

Let $Ky=Ey$ with $y\ge0$ and $y\ne0$, and suppose $y_i=0$. Row $i$ reads
$$\sum_k K_{ik}y_k=Ey_i=0.$$
The diagonal term vanishes and the others are $-|H_{ik}|y_k\le0$, so each is zero. Every neighbour $j$ therefore has $y_j=0$; this is `step`. Induction along a walk, in `spread`, gives $y=0$, a contradiction.

```lean
/-- If the ground energy of a connected symmetric `H` is not above that of its sign-free matrix,
then some choice of basis signs makes all off-diagonal elements of `H` nonpositive. -/
theorem signCurable_of_le {H : Matrix n n ℝ} {EH EK : ℝ} (hH : H.IsSymm)
    (hc : (couplingGraph H).Connected) (hEH : IsGroundEnergy H EH)
    (hEK : IsGroundEnergy (signFree H) EK) (hle : EH ≤ EK) : SignCurable H := by
  obtain ⟨⟨x, hx0, hx⟩, _⟩ := hEH
  have hKs : (signFree H).IsSymm := Matrix.IsSymm.ext fun i j => by
    by_cases h : i = j
    · subst h; rfl
    · simp [signFree, h, Ne.symm h, hH.apply i j]
  have hP := shifted_posSemidef hKs hEK
  have row : ∀ (A : Matrix n n ℝ) (μ : ℝ) (z : n → ℝ), A *ᵥ z = μ • z →
      ∀ i, ∑ j, z i * A i j * z j = μ * (z i * z i) := by
    intro A μ z hz i
    have h := congrFun hz i
    simp only [Matrix.mulVec, dotProduct, Pi.smul_apply, smul_eq_mul] at h
    simp only [mul_assoc, ← Finset.mul_sum]
    rw [h]
    ring
  let y : n → ℝ := fun i => |x i|
  have hyy : ∀ i, y i * y i = x i * x i := fun i => abs_mul_abs_self (x i)
  -- the moduli of the ground state of `H` minimise the sign-free energy
  have hform : y ⬝ᵥ ((signFree H - EK • (1 : Matrix n n ℝ)) *ᵥ y)
      = ∑ i, (∑ j, y i * signFree H i j * y j - EK * (y i * y i)) := by
    rw [Matrix.sub_mulVec, Matrix.smul_mulVec, Matrix.one_mulVec]
    simp only [dotProduct, Matrix.mulVec, Pi.sub_apply, Pi.smul_apply, smul_eq_mul]
    refine Finset.sum_congr rfl fun i _ => ?_
    simp only [mul_assoc, ← Finset.mul_sum]
    ring
  have hrow : ∀ i, ∑ j, y i * signFree H i j * y j ≤ ∑ j, x i * H i j * x j :=
    fun i => Finset.sum_le_sum fun j _ => pair_energy_le H x i j
  have hnonpos : y ⬝ᵥ ((signFree H - EK • (1 : Matrix n n ℝ)) *ᵥ y) ≤ 0 := by
    rw [hform]
    refine Finset.sum_nonpos fun i _ => ?_
    have h1 := hrow i
    rw [row H EH x hx i] at h1
    rw [hyy i]
    nlinarith [mul_le_mul_of_nonneg_right hle (mul_self_nonneg (x i))]
  have hzero := (hP.dotProduct_mulVec_zero_iff y).1
    (le_antisymm (by simpa only [star_trivial] using hnonpos) (hP.dotProduct_mulVec_nonneg y))
  rw [Matrix.sub_mulVec, Matrix.smul_mulVec, Matrix.one_mulVec] at hzero
  have hKy : signFree H *ᵥ y = EK • y := sub_eq_zero.mp hzero
  have hy0 : y ≠ 0 := fun h => hx0 (funext fun i => abs_eq_zero.1 (congrFun h i))
  have hpos : ∀ i, 0 < |x i| := amplitudes_pos hH hc (fun i => abs_nonneg (x i)) hy0 hKy
  -- equal row sums force equality for every pair
  have hpair : ∀ i j, |x i| * signFree H i j * |x j| = x i * H i j * x j := by
    intro i j
    refine (Finset.sum_eq_sum_iff_of_le fun j _ => pair_energy_le H x i j).1
      (le_antisymm (hrow i) ?_) j (Finset.mem_univ j)
    have h1 := row _ EK y hKy i
    rw [hyy i] at h1
    rw [row H EH x hx i]
    exact (mul_le_mul_of_nonneg_right hle (mul_self_nonneg (x i))).trans h1.ge
  have hs : ∀ i, (if 0 < x i then (1 : ℝ) else -1) * |x i| = x i := by
    intro i
    split_ifs with h
    · rw [abs_of_pos h, one_mul]
    · rw [abs_of_nonpos (not_lt.1 h)]; ring
  refine ⟨fun i => if 0 < x i then 1 else -1, fun i => ?_, fun i j hij => ?_⟩
  · by_cases h : 0 < x i <;> simp [h]
  · have e : signFree H i j = -|H i j| := by simp [signFree, hij]
    have h1 := hpair i j
    rw [e] at h1
    have hpp := mul_pos (hpos i) (hpos j)
    have h2 : x i * H i j * x j ≤ 0 := by
      nlinarith [mul_nonneg hpp.le (abs_nonneg (H i j))]
    rw [← hs i, ← hs j] at h2
    by_contra hcon
    have h3 := mul_pos (not_le.1 hcon) hpp
    simp only [hs] at h2
    have h4 : (if 0 < x i then (1 : ℝ) else -1) * H i j * (if 0 < x j then (1 : ℝ) else -1)
        * (|x i| * |x j|) = x i * H i j * x j := by
      linear_combination H i j * (if 0 < x j then (1 : ℝ) else -1) * |x j| * hs i
        + H i j * x i * hs j
    have h5 : 0 < x i * H i j * x j := h4 ▸ h3
    linarith
```

Assume $E_H\le E_K$, let $Hx=E_Hx$ with $x\ne0$, and put $y_i=|x_i|$. Summing the pair inequality gives
$$y^TKy\le x^THx=E_H\sum_i x_i^2\le E_K\sum_i y_i^2.$$
So $y^T(K-E_K)y\le0$. Positive semidefiniteness makes it zero and forces $Ky=E_Ky$ (`hKy`). By the previous theorem, every $y_i>0$.

Now compare row by row:
$$\sum_j y_iK_{ij}y_j=E_Ky_i^2\ge E_Hx_i^2=\sum_j x_iH_{ij}x_j.$$
Each term on the left is at most its partner on the right, so all pairs are equal (`hpair`). For $i\ne j$ this gives $x_iH_{ij}x_j=-|x_i||H_{ij}||x_j|\le0$. Taking $s_i$ as the sign of $x_i$ and dividing by $|x_i||x_j|>0$ yields $s_iH_{ij}s_j\le0$.

```lean
omit [DecidableEq n] in
/-- If `A` is obtained from `B` by changing the signs of basis states, every eigenvalue of `B` is an
eigenvalue of `A`. -/
theorem eigenvalue_of_sign_change {A B : Matrix n n ℝ} {s : n → ℝ} {μ : ℝ}
    (hs : ∀ i, s i * s i = 1) (hAB : ∀ i j, A i j = s i * B i j * s j)
    (h : ∃ x : n → ℝ, x ≠ 0 ∧ B *ᵥ x = μ • x) : ∃ x : n → ℝ, x ≠ 0 ∧ A *ᵥ x = μ • x := by
  obtain ⟨x, hx0, hx⟩ := h
  refine ⟨fun i => s i * x i, fun h0 => hx0 (funext fun i => ?_), funext fun i => ?_⟩
  · have h1 : s i * x i = 0 := congrFun h0 i
    show x i = 0
    linear_combination s i * h1 - x i * hs i
  · have h1 := congrFun hx i
    simp only [Matrix.mulVec, dotProduct, Pi.smul_apply, smul_eq_mul] at h1 ⊢
    calc ∑ j, A i j * (s j * x j) = ∑ j, s i * (B i j * x j) :=
          Finset.sum_congr rfl fun j _ => by
            rw [hAB]; linear_combination s i * B i j * x j * hs j
      _ = μ * (s i * x i) := by rw [← Finset.mul_sum, h1]; ring
```

If $A_{ij}=s_iB_{ij}s_j$, $s_i^2=1$ and $Bx=\mu x$, then
$$\sum_jA_{ij}s_jx_j=s_i\sum_jB_{ij}x_j=\mu s_ix_i.$$
The vector with components $s_ix_i$ is therefore an eigenvector of $A$; it is nonzero because $x$ is.

```lean
/-- For a connected real symmetric `H`, the sign-free matrix has the same ground energy as `H`
if and only if some choice of basis signs makes all off-diagonal elements nonpositive. -/
theorem groundEnergy_eq_iff {H : Matrix n n ℝ} {EH EK : ℝ} (hH : H.IsSymm)
    (hc : (couplingGraph H).Connected) (hEH : IsGroundEnergy H EH)
    (hEK : IsGroundEnergy (signFree H) EK) : EK = EH ↔ SignCurable H := by
  refine ⟨fun h => signCurable_of_le hH hc hEH hEK h.ge, ?_⟩
  rintro ⟨s, hs, hneg⟩
  have hss : ∀ i, s i * s i = 1 := fun i => by rcases hs i with h | h <;> rw [h] <;> norm_num
  have habs : ∀ i, |s i| = 1 := fun i => by rcases hs i with h | h <;> rw [h] <;> simp
  -- the sign change turns `H` into the sign-free matrix, and back
  have hK : ∀ i j, signFree H i j = s i * H i j * s j := by
    intro i j
    by_cases h : i = j
    · subst h
      have e : signFree H i i = H i i := by simp [signFree]
      rw [e]
      linear_combination -H i i * hss i
    · have e : signFree H i j = -|H i j| := by simp [signFree, h]
      have h1 : |s i * H i j * s j| = |H i j| := by
        rw [abs_mul, abs_mul, habs, habs, one_mul, mul_one]
      rw [e, ← h1, abs_of_nonpos (hneg i j h), neg_neg]
  have hK' : ∀ i j, H i j = s i * signFree H i j * s j := fun i j => by
    rw [hK]
    linear_combination -H i j * s j * s j * hss i - H i j * hss j
  exact le_antisymm (hEK.2 (eigenvalue_of_sign_change hss hK hEH.1))
    (hEH.2 (eigenvalue_of_sign_change hss hK' hEK.1))
```

The forward direction is `signCurable_of_le`. Conversely, for $i\ne j$ the number $s_iH_{ij}s_j$ is nonpositive with modulus $|H_{ij}|$, so $K_{ij}=s_iH_{ij}s_j$; the diagonal agrees too. Eigenvalues pass both ways, and `le_antisymm` combines the two inequalities.

In an FCIQMC code, a spawned walker keeps its parent's sign if $H_{ij}<0$ and reverses it if $H_{ij}>0$. In the cured basis, no spawning event reverses a sign.

```lean
/-- For a connected real symmetric `H`, the sign-free ground energy lies strictly below that of
`H` if and only if no choice of basis signs makes all off-diagonal elements nonpositive. -/
theorem groundEnergy_lt_iff {H : Matrix n n ℝ} {EH EK : ℝ} (hH : H.IsSymm)
    (hc : (couplingGraph H).Connected) (hEH : IsGroundEnergy H EH)
    (hEK : IsGroundEnergy (signFree H) EK) : EK < EH ↔ ¬ SignCurable H :=
  ⟨fun h hs => h.ne ((groundEnergy_eq_iff hH hc hEH hEK).2 hs),
    fun h => not_le.1 fun hle => h (signCurable_of_le hH hc hEH hEK hle)⟩
```

Without such signs, $E_K<E_H$. With the equality theorem this gives $E_K\le E_H$ in every connected case. The size of the gap is not estimated.

```lean
/-- If three distinct states have couplings with positive product around the triangle, no choice
of basis signs makes all off-diagonal elements nonpositive. -/
theorem not_signCurable_of_triangle {m : Type*} {H : Matrix m m ℝ} {i j k : m} (hij : i ≠ j)
    (hjk : j ≠ k) (hki : k ≠ i) (hpos : 0 < H i j * H j k * H k i) : ¬ SignCurable H := by
  rintro ⟨s, hs, hneg⟩
  have hss : ∀ i, s i * s i = 1 := fun i => by rcases hs i with h | h <;> rw [h] <;> norm_num
  have h1 := mul_nonpos_of_nonneg_of_nonpos
    (mul_nonneg_of_nonpos_of_nonpos (hneg i j hij) (hneg j k hjk)) (hneg k i hki)
  -- every sign occurs twice around the triangle
  have h2 : s i * H i j * s j * (s j * H j k * s k) * (s k * H k i * s i)
      = H i j * H j k * H k i := by
    calc _ = (s i * s i) * (s j * s j) * (s k * s k) * (H i j * H j k * H k i) := by ring
      _ = _ := by rw [hss, hss, hss]; ring
  linarith
```

If signs existed, the product of the three nonpositive numbers $s_iH_{ij}s_j$, $s_jH_{jk}s_k$ and $s_kH_{ki}s_i$ would be nonpositive. Each sign occurs twice, so that product is $H_{ij}H_{jk}H_{ki}>0$, a contradiction.

```lean
/-- A triangle of states with couplings `+1`, and a fourth uncoupled state of energy `-3`. -/
def isolatedState : Matrix (Fin 4) (Fin 4) ℝ :=
  !![-3, 0, 0, 0; 0, 0, 1, 1; 0, 1, 0, 1; 0, 1, 1, 0]
```

States are numbered from 0: state 0 is isolated, and states 1, 2, 3 form the triangle.

```lean
/-- The matrix `isolatedState` is symmetric, and it and its sign-free matrix both have ground energy
`-3`, yet no basis signs make all its off-diagonal elements nonpositive. -/
theorem connectedness_needed : isolatedState.IsSymm ∧ IsGroundEnergy isolatedState (-3) ∧
    IsGroundEnergy (signFree isolatedState) (-3) ∧ ¬ SignCurable isolatedState := by
  have hK : signFree isolatedState
      = !![-3, 0, 0, 0; 0, 0, -1, -1; 0, -1, 0, -1; 0, -1, -1, 0] := by
    ext i j
    fin_cases i <;> fin_cases j <;> simp [signFree, isolatedState]
  -- an eigenvalue that bounds the energy form from below is the ground energy
  have bound : ∀ A : Matrix (Fin 4) (Fin 4) ℝ, A *ᵥ ![1, 0, 0, 0] = (-3 : ℝ) • ![1, 0, 0, 0] →
      (∀ y : Fin 4 → ℝ, -3 * (y ⬝ᵥ y) ≤ y ⬝ᵥ (A *ᵥ y)) → IsGroundEnergy A (-3) := by
    intro A hA hb
    refine ⟨⟨_, fun h => by simpa using congrFun h 0, hA⟩, ?_⟩
    rintro μ ⟨y, hy0, hy⟩
    have h1 := hb y
    rw [hy, dotProduct_smul, smul_eq_mul] at h1
    have h2 : 0 < y ⬝ᵥ y := lt_of_le_of_ne (Finset.sum_nonneg fun i _ => mul_self_nonneg (y i))
      fun h => hy0 (dotProduct_self_eq_zero.1 h.symm)
    exact le_of_mul_le_mul_right h1 h2
  refine ⟨?_, bound _ ?_ fun y => ?_, ?_, ?_⟩
  · ext i j
    fin_cases i <;> fin_cases j <;> simp [isolatedState]
  · ext i
    fin_cases i <;> simp [isolatedState, Matrix.mulVec, dotProduct, Fin.sum_univ_four]
  · simp only [isolatedState, Matrix.mulVec, dotProduct, Fin.sum_univ_four]
    simp
    nlinarith [sq_nonneg (y 1 + y 2 + y 3), sq_nonneg (y 1), sq_nonneg (y 2), sq_nonneg (y 3)]
  · rw [hK]
    refine bound _ ?_ fun y => ?_
    · ext i
      fin_cases i <;> simp [Matrix.mulVec, dotProduct, Fin.sum_univ_four]
    · simp only [Matrix.mulVec, dotProduct, Fin.sum_univ_four]
      simp
      nlinarith [sq_nonneg (y 1 - y 2), sq_nonneg (y 2 - y 3), sq_nonneg (y 1 - y 3),
        sq_nonneg (y 1), sq_nonneg (y 2), sq_nonneg (y 3)]
  · exact not_signCurable_of_triangle (i := 1) (j := 2) (k := 3) (by decide) (by decide)
      (by decide) (by simp [isolatedState])

end SignProblemEquality
```

State 0 gives both matrices the eigenvalue $-3$. Nothing lies lower, since $y^THy+3y^Ty$ equals
$$(y_1+y_2+y_3)^2+2(y_1^2+y_2^2+y_3^2)\ge0,$$
and for $K$ the corresponding expression is
$$(y_1-y_2)^2+(y_2-y_3)^2+(y_1-y_3)^2+y_1^2+y_2^2+y_3^2\ge0.$$
`nlinarith` receives these squares as hints. The ground energies agree, yet the triangle excludes curing signs, so the equivalence fails for this disconnected matrix.

```lean
#print axioms SignProblemEquality.groundEnergy_eq_iff
#print axioms SignProblemEquality.groundEnergy_lt_iff
#print axioms SignProblemEquality.connectedness_needed
```

```
'SignProblemEquality.groundEnergy_eq_iff' depends on axioms: [propext, Classical.choice, Quot.sound]
'SignProblemEquality.groundEnergy_lt_iff' depends on axioms: [propext, Classical.choice, Quot.sound]
'SignProblemEquality.connectedness_needed' depends on axioms: [propext, Classical.choice, Quot.sound]
```
